# Creutz ladder: orthonormal compact states with position variance 1/4 and a Bloch vector with quantum metric 1/4

A particle hops on a ladder along the legs and the diagonals, and the signs of the hopping amplitudes are such that some paths cancel. Prepared in the right superposition of four orbitals in two neighbouring cells, it never leaves them. How wide is this trapped state, and what does its Bloch vector give for the quantum metric, which measures how fast the vector changes with crystal momentum, apart from changes of its overall phase?

## Position variance and quantum metric, both equal to 1/4

Cells are labelled by integers n, and each cell has two orbitals, a and b. Write a_R and b_R for the states localised on the orbitals of cell R; together, over all cells, they form an orthonormal basis. The trapped state is

w_R = (a_R + b_R + a_(R+1) − b_(R+1)) / 2.

These states are orthonormal. With both orbitals treated as points at the position of their cell along the ladder, each state has position variance 1/4 in units of the squared lattice constant. With k the dimensionless crystal momentum, the corresponding Bloch vector is

u(k) = ((1 + e^(−ik))/2, (1 − e^(−ik))/2).

It has unit norm, and its quantum metric

g(k) = ⟨∂u|∂u⟩ − |⟨u|∂u⟩|²

equals 1/4 at every k, where ∂ is the derivative with respect to k.

## Testing a metric or spread routine

For this non-interacting, one-dimensional model, the two values are exact references for codes that compute Wannier spreads or quantum metrics. In one dimension the Brillouin-zone average of g is a lower bound on the variance of the Wannier functions of a single isolated band. The states w_R attain this bound, so a localisation routine run on this band should end at 1/4, up to the error of its momentum grid.

Inserting plane waves e^(ikn) into the hopping rule with real amplitude t gives the matrix to diagonalise:

H(k) = 2t (cos k σ_z + sin k σ_y),

where σ_y and σ_z are Pauli matrices in the basis (a, b). For t ≠ 0, select the eigenvector with energy 2t. A numerical eigenvector carries an arbitrary phase at each k, so differencing it directly is unsafe. A common estimate on a grid of spacing h uses only the modulus of an overlap:

g_h(k) = (1 − |⟨u(k)|u(k+h)⟩|²) / h².

For this band the overlap is (1 + e^(−ih))/2 up to a phase, so

g_h(k) = sin²(h/2) / h² = 1/4 − h²/48 + O(h⁴).

The routine should therefore return the same number at every grid point and approach 1/4 quadratically.

In real space, watch the boundary. On a ring of N ≥ 3 cells numbered 0 to N−1, the compact state that sits on cells N−1 and 0 gives (N−1)²/4 if the cell numbers are used as positions without unwrapping.

## Four amplitudes and one phase factor

Let δ(m, n) be 1 if m = n and 0 otherwise. The amplitudes of w_R in cell n are

w_R(n, a) = (δ(n, R) + δ(n, R+1)) / 2,

w_R(n, b) = (δ(n, R) − δ(n, R+1)) / 2.

For any state ψ, the overlap has four terms:

⟨w_R|ψ⟩ = (ψ(R, a) + ψ(R, b) + ψ(R+1, a) − ψ(R+1, b)) / 2.

Set ψ = w_R'. The sum of its amplitudes in cell R is δ(R, R'), and their difference in cell R+1 is δ(R+1, R'+1), which is again δ(R, R'). Hence

⟨w_R|w_R'⟩ = (δ(R, R') + δ(R, R')) / 2 = δ(R, R').

Each of the four non-zero amplitudes has squared modulus 1/4, so cells R and R+1 each carry weight 1/2. The average of any function F of the cell position is

⟨F⟩ = (F(R) + F(R+1)) / 2.

The mean position is therefore R + 1/2. Both occupied cells lie at distance 1/2 from it, and the variance is (1/4 + 1/4)/2 = 1/4.

The hopping Hamiltonian H acts on a state ψ as

(Hψ)(n, a) = t [ψ(n+1, a) + ψ(n−1, a) − ψ(n+1, b) + ψ(n−1, b)],

(Hψ)(n, b) = t [ψ(n+1, a) − ψ(n−1, a) − ψ(n+1, b) − ψ(n−1, b)].

For ψ = w_R, the difference of amplitudes in cell n+1 is δ(n, R), and the sum in cell n−1 is δ(n, R+1). Thus

(H w_R)(n, a) = t [δ(n, R) + δ(n, R+1)] = 2t w_R(n, a),

(H w_R)(n, b) = t [δ(n, R) − δ(n, R+1)] = 2t w_R(n, b).

The energy 2t does not depend on R. The lattice Fourier transform of w_0 has contributions from cells 0 and 1 only:

Σ_n e^(−ikn) w_0(n) = (1/2, 1/2) + e^(−ik) (1/2, −1/2) = u(k).

Now write p = e^(−ik), so that |p| = 1, and let p* be its complex conjugate. The norm is

⟨u|u⟩ = (|1 + p|² + |1 − p|²) / 4 = (2 + 2|p|²) / 4 = 1.

Since ∂p = −ip, the derivative is ∂u = (−ip/2, ip/2), and

⟨∂u|∂u⟩ = 1/4 + 1/4 = 1/2.

In the overlap of u with ∂u, the terms linear in p cancel:

⟨u|∂u⟩ = (1 + p*)(−ip)/4 + (1 − p*)(ip)/4 = −(i/2) p*p = −i/2.

The metric is therefore

g(k) = 1/2 − 1/4 = 1/4.

## The Lean source

```lean
import Mathlib

open ComplexConjugate

namespace CreutzLadder

noncomputable section

/-- Amplitudes on a ladder: a cell index in ℤ and two orbitals, `0` for a and `1` for b. -/
abbrev State := ℤ → Fin 2 → ℂ

/-- The state localised on orbital `s` of cell `R`. -/
def site (R : ℤ) (s : Fin 2) : State := fun n s' => if n = R ∧ s' = s then 1 else 0

/-- The compact state `(a_R + b_R + a_(R+1) - b_(R+1)) / 2`. -/
def w (R : ℤ) : State := fun n s =>
  (site R 0 n s + site R 1 n s + site (R + 1) 0 n s - site (R + 1) 1 n s) / 2

/-- The inner product of two states, for states whose lattice sum converges. -/
def overlap (φ ψ : State) : ℂ := ∑' n, ∑ s, conj (φ n s) * ψ n s

/-- The average of a function `F` of the cell position in a normalised state,
for states whose lattice sum converges. -/
def posAverage (ψ : State) (F : ℤ → ℝ) : ℝ := ∑' n, F n * ∑ s, ‖ψ n s‖ ^ 2

/-- The mean squared deviation of the cell position from its mean, in a normalised state
with convergent first and second moments. -/
def posVariance (ψ : State) : ℝ :=
  posAverage ψ (fun n => ((n : ℝ) - posAverage ψ (fun m => (m : ℝ))) ^ 2)

/-- The Creutz hopping Hamiltonian, with amplitudes `t` or `-t` along the legs and the diagonals. -/
def hamiltonian (t : ℝ) (ψ : State) : State := fun n =>
  ![t * (ψ (n + 1) 0 + ψ (n - 1) 0 - ψ (n + 1) 1 + ψ (n - 1) 1),
    t * (ψ (n + 1) 0 - ψ (n - 1) 0 - ψ (n + 1) 1 - ψ (n - 1) 1)]

/-- The phase factor `exp(-ik)`. -/
def phase (k : ℝ) : ℂ := Complex.exp (-((k : ℂ) * Complex.I))

/-- The Bloch vector `u(k) = ((1 + exp(-ik))/2, (1 - exp(-ik))/2)`. -/
def bloch (k : ℝ) : Fin 2 → ℂ := ![(1 + phase k) / 2, (1 - phase k) / 2]

/-- The quantum metric `⟨∂u|∂u⟩ - |⟨u|∂u⟩|²` of a differentiable family of unit vectors. -/
def quantumMetric (u : ℝ → Fin 2 → ℂ) (k : ℝ) : ℝ :=
  ∑ s, ‖deriv (fun x => u x s) k‖ ^ 2 - ‖∑ s, conj (u k s) * deriv (fun x => u x s) k‖ ^ 2

/-- The four non-zero amplitudes of the compact state. -/
lemma w_values (R : ℤ) : w R R 0 = 1 / 2 ∧ w R R 1 = 1 / 2 ∧
    w R (R + 1) 0 = 1 / 2 ∧ w R (R + 1) 1 = -1 / 2 := by
  refine ⟨?_, ?_, ?_, ?_⟩ <;> norm_num [w, site]

/-- The compact state vanishes outside the cells `R` and `R + 1`. -/
lemma w_outside {R n : ℤ} (h : n ≠ R) (h' : n ≠ R + 1) (s : Fin 2) : w R n s = 0 := by
  simp [w, site, h, h']

/-- A lattice sum supported on two neighbouring cells has two terms. -/
lemma tsum_two_cells {E : Type*} [NormedAddCommGroup E] (R : ℤ) (F : ℤ → E)
    (hF : ∀ n, n ≠ R → n ≠ R + 1 → F n = 0) : ∑' n, F n = F R + F (R + 1) := by
  have h : ∀ n ∉ ({R, R + 1} : Finset ℤ), F n = 0 := by
    intro n hn
    simp only [Finset.mem_insert, Finset.mem_singleton, not_or] at hn
    exact hF n hn.1 hn.2
  rw [tsum_eq_sum h, Finset.sum_pair (by omega)]

/-- The overlap of the compact state with any state involves four amplitudes. -/
theorem overlap_w (R : ℤ) (ψ : State) :
    overlap (w R) ψ = (ψ R 0 + ψ R 1 + ψ (R + 1) 0 - ψ (R + 1) 1) / 2 := by
  obtain ⟨h1, h2, h3, h4⟩ := w_values R
  unfold overlap
  rw [tsum_two_cells R _ (fun n h h' => by simp [w_outside h h'])]
  simp only [Fin.sum_univ_two, h1, h2, h3, h4, map_div₀, map_neg, map_one, map_ofNat]
  ring

/-- The amplitudes of the compact state on the two orbitals of cell `n`. -/
lemma w_apply (R n : ℤ) :
    w R n 0 = ((if n = R then 1 else 0) + (if n = R + 1 then 1 else 0)) / 2 ∧
    w R n 1 = ((if n = R then 1 else 0) - (if n = R + 1 then 1 else 0)) / 2 := by
  constructor <;> simp [w, site]

/-- The compact states are orthonormal. -/
theorem w_orthonormal (R R' : ℤ) : overlap (w R) (w R') = if R = R' then 1 else 0 := by
  have e : (if R + 1 = R' + 1 then (1 : ℂ) else 0) = if R = R' then 1 else 0 :=
    if_congr (by omega) rfl rfl
  rw [overlap_w, (w_apply R' R).1, (w_apply R' R).2, (w_apply R' (R + 1)).1,
    (w_apply R' (R + 1)).2, e]
  ring

/-- In the compact state the cells `R` and `R + 1` each carry weight one half. -/
theorem posAverage_w (R : ℤ) (F : ℤ → ℝ) : posAverage (w R) F = (F R + F (R + 1)) / 2 := by
  obtain ⟨h1, h2, h3, h4⟩ := w_values R
  have p : ‖(1 / 2 : ℂ)‖ ^ 2 = 1 / 4 := by norm_num
  have q : ‖(-1 / 2 : ℂ)‖ ^ 2 = 1 / 4 := by
    rw [norm_div, norm_neg]
    norm_num
  unfold posAverage
  rw [tsum_two_cells R _ (fun n h h' => by simp [w_outside h h'])]
  simp only [Fin.sum_univ_two, h1, h2, h3, h4, p, q]
  ring

/-- Every compact state is an eigenstate of the Creutz Hamiltonian with energy `2t`. -/
theorem w_flat_band (t : ℝ) (R : ℤ) :
    hamiltonian t (w R) = fun n s => 2 * (t : ℂ) * w R n s := by
  funext n s
  -- the neighbours of cell n see the compact state through shifted indicators
  have e1 : (if n + 1 = R + 1 then (1 : ℂ) else 0) = if n = R then 1 else 0 :=
    if_congr (by omega) rfl rfl
  have e2 : (if n - 1 = R then (1 : ℂ) else 0) = if n = R + 1 then 1 else 0 :=
    if_congr (by omega) rfl rfl
  revert s
  rw [Fin.forall_fin_two]
  constructor <;>
  · simp only [hamiltonian, Matrix.cons_val_zero, Matrix.cons_val_one,
      (w_apply R _).1, (w_apply R _).2, e1, e2]
    ring

/-- The Bloch vector is the lattice Fourier transform of the compact state at the origin. -/
theorem bloch_eq_fourier (k : ℝ) (s : Fin 2) :
    bloch k s = ∑' n : ℤ, Complex.exp (-((k : ℂ) * n * Complex.I)) * w 0 n s := by
  obtain ⟨h1, h2, h3, h4⟩ := w_values 0
  rw [zero_add] at h3 h4
  rw [tsum_two_cells 0 _ (fun n h h' => by simp [w_outside h h'])]
  revert s
  rw [Fin.forall_fin_two]
  constructor <;>
  · simp only [h1, h2, h3, h4, bloch, phase, Matrix.cons_val_zero, Matrix.cons_val_one,
      zero_add, Int.cast_zero, Int.cast_one, mul_zero, zero_mul, neg_zero,
      Complex.exp_zero, mul_one]
    ring

/-- The phase factor has modulus one. -/
lemma norm_phase (k : ℝ) : ‖phase k‖ = 1 := by
  have h : -((k : ℂ) * Complex.I) = ((-k : ℝ) : ℂ) * Complex.I := by
    push_cast
    ring
  rw [phase, h, Complex.norm_exp_ofReal_mul_I]

/-- The Bloch vector has unit norm at every `k`. -/
theorem bloch_norm (k : ℝ) : ∑ s, ‖bloch k s‖ ^ 2 = 1 := by
  have h : ‖1 + phase k‖ ^ 2 + ‖1 - phase k‖ ^ 2 = 2 + 2 * ‖phase k‖ ^ 2 := by
    simp only [Complex.sq_norm, Complex.normSq_apply, Complex.add_re, Complex.add_im,
      Complex.sub_re, Complex.sub_im, Complex.one_re, Complex.one_im]
    ring
  rw [norm_phase] at h
  have h2 : ‖(2 : ℂ)‖ = 2 := by norm_num
  simp only [Fin.sum_univ_two, bloch, Matrix.cons_val_zero, Matrix.cons_val_one,
    norm_div, h2, div_pow]
  linarith

/-- The derivatives of the two components of the Bloch vector with respect to `k`. -/
lemma bloch_hasDerivAt (k : ℝ) :
    HasDerivAt (fun x => bloch x 0) (-Complex.I * phase k / 2) k ∧
    HasDerivAt (fun x => bloch x 1) (Complex.I * phase k / 2) k := by
  have h0 : HasDerivAt (fun x : ℝ => (x : ℂ)) 1 k :=
    (hasDerivAt_id' k).ofReal_comp.congr_deriv Complex.ofReal_one
  have h : HasDerivAt phase (-Complex.I * phase k) k := by
    refine (h0.mul_const Complex.I).fun_neg.cexp.congr_deriv ?_
    rw [phase]
    ring
  constructor
  · exact ((h.const_add 1).div_const 2)
  · refine ((h.const_sub 1).div_const 2).congr_deriv ?_
    ring

/-- The quantum metric of the Bloch vector equals `1/4` at every `k`. -/
theorem bloch_metric (k : ℝ) : quantumMetric bloch k = 1 / 4 := by
  have hp : conj (phase k) * phase k = 1 := by
    rw [mul_comm, Complex.mul_conj, Complex.normSq_eq_norm_sq, norm_phase]
    norm_num
  -- the overlap of u with its derivative is the constant -i/2
  have hc : conj (bloch k 0) * (-Complex.I * phase k / 2) +
      conj (bloch k 1) * (Complex.I * phase k / 2) = -Complex.I / 2 := by
    simp only [bloch, Matrix.cons_val_zero, Matrix.cons_val_one, map_div₀, map_add,
      map_sub, map_one, map_ofNat]
    linear_combination (-Complex.I / 2) * hp
  have h2 : ‖(2 : ℂ)‖ = 2 := by norm_num
  simp only [quantumMetric, Fin.sum_univ_two, (bloch_hasDerivAt k).1.deriv,
    (bloch_hasDerivAt k).2.deriv, hc, norm_div, norm_mul, norm_neg, Complex.norm_I,
    norm_phase, h2]
  norm_num

/-- The compact states of the Creutz ladder are orthonormal with position variance `1/4`,
and the Bloch vector has unit norm and quantum metric `1/4` at every `k`. -/
theorem creutz_ladder :
    (∀ R R' : ℤ, overlap (w R) (w R') = if R = R' then 1 else 0) ∧
    (∀ R : ℤ, posVariance (w R) = 1 / 4) ∧
    (∀ k : ℝ, ∑ s, ‖bloch k s‖ ^ 2 = 1 ∧ quantumMetric bloch k = 1 / 4) := by
  refine ⟨w_orthonormal, fun R => ?_, fun k => ⟨bloch_norm k, bloch_metric k⟩⟩
  -- the mean position is R + 1/2, at distance 1/2 from both occupied cells
  simp only [posVariance, posAverage_w]
  push_cast
  ring

end

end CreutzLadder
```

```lean
#print axioms CreutzLadder.w_flat_band
#print axioms CreutzLadder.bloch_eq_fourier
#print axioms CreutzLadder.creutz_ladder
```

```
'CreutzLadder.w_flat_band' depends on axioms: [propext, Classical.choice, Quot.sound]
'CreutzLadder.bloch_eq_fourier' depends on axioms: [propext, Classical.choice, Quot.sound]
'CreutzLadder.creutz_ladder' depends on axioms: [propext, Classical.choice, Quot.sound]
```

## What the definitions and theorems say

A `State` assigns a complex amplitude to each integer cell and each of two orbitals, with `0` for a and `1` for b. The type itself does not require square-summability. `overlap` is conjugate-linear in its first argument, and `posAverage` weights a function of the cell number by the squared moduli of the amplitudes. `posVariance` is the mean squared deviation from the mean position. `quantumMetric` is the expression for g above, meant for differentiable families of unit vectors.

The concluding theorem `creutz_ladder` has three parts. For all integers R and R', the overlap of w_R and w_R' is 1 if they coincide and 0 otherwise. For every R, the position variance is 1/4. For every real k, the Bloch vector has unit norm and metric 1/4. None of these parts carries a further hypothesis.

Two separate theorems supply the link to the ladder. `w_flat_band` states that `hamiltonian t` maps w_R to 2t times itself for every real t, and `bloch_eq_fourier` identifies `bloch k` with the Fourier transform of w_0.

## From lattice sums to arithmetic

`w_values` lists the four non-zero amplitudes, `w_outside` says that all others vanish, and `w_apply` gives the amplitudes in the δ form used above. `tsum_two_cells` reduces an infinite sum supported on cells R and R+1 to two terms. It serves the overlap, the position average and the Fourier transform alike.

`overlap_w` is the four-term formula. `w_orthonormal` inserts the amplitudes of w_R' into it and uses the equivalence of R+1 = R'+1 with R = R', after which `ring` finishes the algebra. `posAverage_w` is the two-cell average. The last proof applies it twice, first for the mean and then for the squared deviation.

`w_flat_band` compares amplitudes cell by cell. Its local facts `e1` and `e2` are the index shifts that turn conditions on n+1 and n−1 into conditions on n. `bloch_eq_fourier` evaluates the exponential in cells 0 and 1.

On the momentum side, `norm_phase` gives |p| = 1, and `bloch_norm` expands the two squared moduli into real and imaginary parts. `bloch_hasDerivAt` proves that both components are differentiable and gives their derivatives, so the `deriv` in the metric is the true derivative. In `bloch_metric`, `hp` is p*p = 1 and `hc` is ⟨u|∂u⟩ = −i/2. The `linear_combination` step obtains `hc` from `hp`, with the terms linear in p cancelling, and `norm_num` then evaluates 1/2 − 1/4.

## One band, with both orbitals at the cell position

The proof settles the values for these explicit states and this explicit Bloch vector, on an infinite ladder and in exact arithmetic. It says nothing about rounding, grid spacing or the phases returned by an eigensolver. The plane-wave matrix, the grid estimate and the ring value given for testing are ordinary algebra that the file does not contain.

Position means the cell number, so a and b sit at the same coordinate along the ladder. A code that gives the orbitals different coordinates, and includes them in the Bloch phases, works with a different position operator and can obtain different values for both the variance and the metric. With lattice constant d and a dimensional wave vector, both values become d²/4.

The file computes the variance and the metric separately; it does not derive the general inequality between Wannier spread and averaged metric. Nor does it treat the second band or show that the states w_R span the whole eigenspace at energy 2t. The Hamiltonian has no disorder or interactions, and its leg and diagonal amplitudes have equal magnitude. Together with the chosen signs, that equality makes the outgoing paths cancel; a ladder with other amplitudes needs its own calculation.
